# A pair potential bound on a four-site chain, with equality exactly when two electrons are two sites apart

Two electrons occupy definite sites of an open four-site chain, and their repulsion is the inverse distance between different sites and 2 on the same site. The potential is 1/8 on the end sites and 3/8 on the inner ones. The theorem `chain_contact` states that the potential summed over the two electrons never exceeds the repulsion, with equality exactly when `r 1 = r 0 + 2`; addition in `Fin 4` is modulo 4, so this condition covers separation two in either order. The attempt replaces the two positions by variables `a` and `b`, splits into the sixteen configurations, and gives each to `norm_num`.

The first attempt, which Lean rejects:

```lean
import Mathlib

open Finset

namespace ChainContact

noncomputable section

/-- Repulsion of two electrons on a chain of four sites: the inverse distance on different
sites, and `2` on the same site. -/
def chainCost (r : Fin 2 → Fin 4) : ℝ :=
  if r 0 = r 1 then 2 else 1 / |((r 0).val : ℝ) - ((r 1).val : ℝ)|

/-- A potential on the four-site chain, higher on the two inner sites. -/
def chainPotential : Fin 4 → ℝ := ![1/8, 3/8, 3/8, 1/8]

/-- On the chain the summed potential never exceeds the repulsion, and equals it exactly when
the electrons are two sites apart. -/
theorem chain_contact (r : Fin 2 → Fin 4) :
    ∑ i, chainPotential (r i) ≤ chainCost r ∧
      (∑ i, chainPotential (r i) = chainCost r ↔ r 1 = r 0 + 2) := by
  simp only [Fin.sum_univ_two, chainCost]
  generalize r 0 = a
  generalize r 1 = b
  fin_cases a <;> fin_cases b <;> norm_num [chainPotential]

end

end ChainContact
```

Compiling this gives:

```
Main.lean:21:67: error: unsolved goals
case «0».«0»
r : Fin 2 → Fin 4
⊢ ¬0 = 2

case «0».«1»
r : Fin 2 → Fin 4
⊢ ¬1 = 2

case «0».«2»
r : Fin 2 → Fin 4
⊢ ⟨2, ⋯⟩ = 2

case «0».«3»
r : Fin 2 → Fin 4
⊢ ¬⟨3, ⋯⟩ = 2

case «1».«0»
r : Fin 2 → Fin 4
⊢ ¬0 = 1 + 2

case «1».«1»
r : Fin 2 → Fin 4
⊢ ¬2 = 0

case «1».«2»
r : Fin 2 → Fin 4
⊢ ¬⟨2, ⋯⟩ = 1 + 2

case «1».«3»
r : Fin 2 → Fin 4
⊢ ⟨3, ⋯⟩ = 1 + 2

case «2».«0»
r : Fin 2 → Fin 4
⊢ 0 = ⟨2, ⋯⟩ + 2

case «2».«1»
r : Fin 2 → Fin 4
⊢ ¬1 = ⟨2, ⋯⟩ + 2

case «2».«2»
r : Fin 2 → Fin 4
⊢ ¬2 = 0

case «2».«3»
r : Fin 2 → Fin 4
⊢ ¬⟨3, ⋯⟩ = ⟨2, ⋯⟩ + 2

case «3».«0»
r : Fin 2 → Fin 4
⊢ ¬0 = ⟨3, ⋯⟩ + 2

case «3».«1»
r : Fin 2 → Fin 4
⊢ 1 = ⟨3, ⋯⟩ + 2

case «3».«2»
r : Fin 2 → Fin 4
⊢ ¬⟨2, ⋯⟩ = ⟨3, ⋯⟩ + 2

case «3».«3»
r : Fin 2 → Fin 4
⊢ ¬2 = 0
```

What went wrong. The single error lists sixteen unsolved goals, one for each configuration. In all of them `norm_num` has dealt with the real-number part: the inequality is gone, and the equality between potential and repulsion has been settled as true or false. What remains of the equivalence is therefore its right-hand side, or the negation of it, as a statement about sites in `Fin 4`.

These remaining statements are all true, but `norm_num` did not evaluate them. For instance, `0 = ⟨2, ⋯⟩ + 2` holds because 2 + 2 is 0 modulo 4, and `¬0 = 2` says that two sites differ.

The repair adds `<;> decide`, which runs `decide` on every goal that `norm_num` leaves. Equality in `Fin 4` is decidable and the goals contain only concrete sites, so `decide` can compute each answer and close the goal. The variable `r` is still in the context, but no remaining goal depends on it.

The change, after which it compiles:

```diff
@@ -23,5 +23,5 @@
   generalize r 0 = a
   generalize r 1 = b
-  fin_cases a <;> fin_cases b <;> norm_num [chainPotential]
+  fin_cases a <;> fin_cases b <;> norm_num [chainPotential] <;> decide
 
 end
```
